# Linear canonical transformations of finitely many positions and momenta have determinant one

A squeezer, a beam splitter and a time step for coupled harmonic oscillators all replace the positions and momenta of a set of modes by linear combinations of them. If the map is canonical, it preserves the symplectic form: $S^{\mathsf T}JS=J$. Taking determinants gives $(\det S)^2=1$, since $\det J\neq 0$, and this leaves open whether such a map could reverse the orientation of phase space. For one mode it can't, because every $2\times2$ matrix satisfies $S^{\mathsf T}JS=(\det S)\,J$. For several modes the sign needs an argument.

## Phase space and the symplectic condition

Let $n$ be a finite set of $N$ modes and $K$ a field. Phase-space vectors have $2N$ components, positions first and momenta second. In Lean their index type is `n ⊕ n`, a position label or a momentum label for each mode. No assumption is made on the characteristic of $K$; the physical cases are $\mathbb R$ and $\mathbb C$.

```lean
import Mathlib

open Matrix

namespace SymplecticDeterminant

noncomputable section

variable {n K : Type*} [Fintype n] [DecidableEq n] [Field K]
```

The symplectic form is

$$J=\begin{pmatrix}0&1\\-1&0\end{pmatrix},$$

where each entry is an $N\times N$ block. This fixes the sign convention: the position–momentum entry of each mode is $+1$.

```lean
/-- The symplectic form `J = [[0, 1], [-1, 0]]` on the phase space of the modes `n`,
positions first and momenta second. -/
def symplecticForm (n K : Type*) [DecidableEq n] [Field K] : Matrix (n ⊕ n) (n ⊕ n) K :=
  fromBlocks 0 1 (-1) 0
```

A matrix $S$ is symplectic if $S^{\mathsf T}JS=J$. The transpose involves no complex conjugation, also when $K=\mathbb C$.

```lean
/-- A linear phase-space map is symplectic if it preserves the form: `Sᵀ J S = J`. -/
def IsSymplectic (S : Matrix (n ⊕ n) (n ⊕ n) K) : Prop :=
  Sᵀ * symplecticForm n K * S = symplecticForm n K
```

## Block elimination when the position block is invertible

Write $S=\begin{pmatrix}A&B\\C&D\end{pmatrix}$, so that $A$ takes old positions to new positions and $C$ takes old positions to new momenta. Multiplying out,

$$S^{\mathsf T}JS=\begin{pmatrix}A^{\mathsf T}C-C^{\mathsf T}A & A^{\mathsf T}D-C^{\mathsf T}B\\ B^{\mathsf T}C-D^{\mathsf T}A & B^{\mathsf T}D-D^{\mathsf T}B\end{pmatrix}.$$

Comparing the upper row with that of $J$ gives

$$A^{\mathsf T}C=C^{\mathsf T}A,\qquad A^{\mathsf T}D-C^{\mathsf T}B=1.$$

The Lean proof does the same: it multiplies the blocks, compares them with `fromBlocks_inj`, and keeps the first two of the four equations.

```lean
/-- The blocks of a symplectic matrix satisfy `Aᵀ C = Cᵀ A` and `Aᵀ D - Cᵀ B = 1`. -/
theorem block_relations {A B C D : Matrix n n K} (h : IsSymplectic (fromBlocks A B C D)) :
    Aᵀ * C = Cᵀ * A ∧ Aᵀ * D - Cᵀ * B = 1 := by
  unfold IsSymplectic symplecticForm at h
  rw [fromBlocks_transpose, fromBlocks_multiply, fromBlocks_multiply, fromBlocks_inj] at h
  obtain ⟨h1, h2, -, -⟩ := h
  simp only [Matrix.mul_zero, Matrix.mul_one, Matrix.mul_neg, Matrix.neg_mul, zero_add,
    add_zero] at h1 h2
  refine ⟨(neg_add_eq_zero.mp h1).symm, ?_⟩
  rw [sub_eq_neg_add]
  exact h2
```

These two relations are what is needed to clear the lower left corner:

$$\begin{pmatrix}1&0\\-C^{\mathsf T}&A^{\mathsf T}\end{pmatrix}\begin{pmatrix}A&B\\C&D\end{pmatrix}=\begin{pmatrix}A&B\\0&1\end{pmatrix}.$$

Both the first factor and the result are block triangular, with determinants $\det A^{\mathsf T}=\det A$ and $\det A$. Hence $\det A\cdot\det S=\det A$. If $\det A\neq0$, then $\det S=1$. In the proof, `key` is the matrix identity and `hd` its determinant.

```lean
/-- For a symplectic matrix with position-position block `A`, `det A * det S = det A`. -/
theorem det_block_mul_det {A B C D : Matrix n n K} (h : IsSymplectic (fromBlocks A B C D)) :
    A.det * (fromBlocks A B C D).det = A.det := by
  obtain ⟨h1, h2⟩ := block_relations h
  -- block elimination of the lower left corner
  have key : fromBlocks 1 0 (-Cᵀ) Aᵀ * fromBlocks A B C D = fromBlocks A B 0 1 := by
    rw [fromBlocks_multiply, fromBlocks_inj]
    refine ⟨by simp, by simp, ?_, ?_⟩
    · rw [Matrix.neg_mul, h1, neg_add_cancel]
    · rw [Matrix.neg_mul, ← sub_eq_neg_add, h2]
  have hd := congrArg det key
  simp only [det_mul, det_fromBlocks_zero₁₂, det_fromBlocks_zero₂₁, det_one, det_transpose,
    one_mul, mul_one] at hd
  exact hd
```

## A single-mode shear when the position block is singular

The block $A$ can well be singular. A quarter period of a harmonic oscillator, in suitable units, exchanges position and momentum up to a sign and has $A=0$. The remedy is to follow $S$ by another symplectic map of known determinant, chosen to make $A$ less singular. This uses closure under composition:

$$(SR)^{\mathsf T}J(SR)=R^{\mathsf T}(S^{\mathsf T}JS)R=R^{\mathsf T}JR=J.$$

```lean
/-- Performing two symplectic maps in succession is symplectic. -/
theorem IsSymplectic.mul {S R : Matrix (n ⊕ n) (n ⊕ n) K} (hS : IsSymplectic S)
    (hR : IsSymplectic R) : IsSymplectic (S * R) := by
  unfold IsSymplectic at *
  have e : (S * R)ᵀ * symplecticForm n K * (S * R)
      = Rᵀ * (Sᵀ * symplecticForm n K * S) * R := by
    simp only [transpose_mul, Matrix.mul_assoc]
  rw [e, hS, hR]
```

The extra map is a shear $q\mapsto q+Tp$, $p\mapsto p$ with $T$ symmetric, which replaces $A$ by $A+TC$. Suppose that $Av=0$ and $Cv\neq0$. For every $x$, the symmetry of $A^{\mathsf T}C$ gives

$$(Cv)\cdot(Ax)=v\cdot(C^{\mathsf T}A\,x)=v\cdot(A^{\mathsf T}C\,x)=(Av)\cdot(Cx)=0,$$

so $Cv$ is orthogonal to the range of $A$. Choose a mode $i$ with $(Cv)_i\neq0$, let $e_i$ be its unit vector, and let $T$ be the diagonal matrix with a single $1$ at position $i$. Physically, this mode alone drifts freely for one unit of time, at unit mass. Then

$$(A+TC)x=Ax+(Cx)_i\,e_i .$$

If the left side vanishes, then $Ax=-(Cx)_i\,e_i$. The dot product with $Cv$ gives $(Cx)_i\,(Cv)_i=0$, so $(Cx)_i=0$ and $Ax=0$. The new kernel therefore lies inside the old one. It is strictly smaller, since $v$ is in the old kernel while $(A+TC)v=(Cv)_i\,e_i\neq0$.

In the code, `act` is the formula for $(A+TC)x$ and `orth` the orthogonality. The last three bullets prove the inclusion, that $v$ lies in the old kernel, and that it does not lie in the new one.

```lean
/-- If `Aᵀ C` is symmetric and `A v = 0` but `C v ≠ 0`, some symmetric `T` makes the kernel
of `A + T C` strictly smaller than that of `A`. -/
theorem exists_shear {A C : Matrix n n K} (hAC : Aᵀ * C = Cᵀ * A) {v : n → K}
    (hv : A *ᵥ v = 0) (hw : C *ᵥ v ≠ 0) :
    ∃ T : Matrix n n K, Tᵀ = T ∧
      LinearMap.ker (A + T * C).mulVecLin < LinearMap.ker A.mulVecLin := by
  obtain ⟨i, hi⟩ := Function.ne_iff.mp hw
  -- shear only the mode `i`, in which `C v` has a component
  have act : ∀ x, (A + diagonal (Pi.single i 1) * C) *ᵥ x
      = A *ᵥ x + Pi.single i ((C *ᵥ x) i) := by
    intro x
    rw [add_mulVec, ← mulVec_mulVec]
    congr 1
    ext j
    rw [mulVec_diagonal]
    by_cases h : j = i <;> simp [h]
  -- `C v` is orthogonal to the range of `A`
  have orth : ∀ x, (C *ᵥ v) ⬝ᵥ (A *ᵥ x) = 0 := by
    intro x
    calc (C *ᵥ v) ⬝ᵥ (A *ᵥ x) = v ⬝ᵥ ((Cᵀ * A) *ᵥ x) := by
          rw [← mulVec_mulVec, dotProduct_mulVec v, vecMul_transpose]
      _ = (A *ᵥ v) ⬝ᵥ (C *ᵥ x) := by
          rw [← hAC, ← mulVec_mulVec, dotProduct_mulVec v, vecMul_transpose]
      _ = 0 := by rw [hv, zero_dotProduct]
  refine ⟨diagonal (Pi.single i 1), diagonal_transpose _, ?_⟩
  rw [SetLike.lt_iff_le_and_exists]
  refine ⟨fun x hx => ?_, v, ?_, fun h => ?_⟩
  · rw [LinearMap.mem_ker, mulVecLin_apply, act] at hx
    have hA := eq_neg_of_add_eq_zero_left hx
    have h := orth x
    rw [hA, dotProduct_neg, dotProduct_single, neg_eq_zero, mul_eq_zero] at h
    have h' := h.resolve_left hi
    rw [LinearMap.mem_ker, mulVecLin_apply, hA, h', Pi.single_zero, neg_zero]
  · rw [LinearMap.mem_ker, mulVecLin_apply, hv]
  · rw [LinearMap.mem_ker, mulVecLin_apply, act, hv, zero_add] at h
    exact hi (by simpa using congrFun h i)
```

## Induction on the kernel of the position block

Now let $S$ be any symplectic matrix and $k=\dim\ker A$. Assume the result for all symplectic matrices whose upper left block has a smaller kernel.

If $\det A\neq0$, block elimination gives $\det S=1$. If $\det A=0$, there is a $v\neq0$ with $Av=0$. Transposing the second block relation gives $D^{\mathsf T}A-B^{\mathsf T}C=1$, and therefore

$$v=D^{\mathsf T}Av-B^{\mathsf T}Cv=-B^{\mathsf T}Cv,$$

which forces $Cv\neq0$. The shear of the previous step then exists, and

$$\begin{pmatrix}1&T\\0&1\end{pmatrix}\begin{pmatrix}A&B\\C&D\end{pmatrix}=\begin{pmatrix}A+TC&B+TD\\C&D\end{pmatrix}.$$

The product is symplectic and its upper left block has a smaller kernel, so its determinant is one by the induction hypothesis. The shear also has determinant one, and so $\det S=1$.

In Lean, `main` carries the strong induction for all blocks at once, `hshear` checks that the shear is symplectic, and `hp` is the product above. The last two lines split a general `S` into its blocks and apply `main`.

```lean
/-- Every symplectic matrix, over any field and for any finite number of modes, has determinant one.
-/
theorem IsSymplectic.det_eq_one {S : Matrix (n ⊕ n) (n ⊕ n) K} (hS : IsSymplectic S) :
    S.det = 1 := by
  -- induction on the dimension of the kernel of the upper left block
  have main : ∀ k : ℕ, ∀ A B C D : Matrix n n K, IsSymplectic (fromBlocks A B C D) →
      Module.finrank K (LinearMap.ker A.mulVecLin) = k → (fromBlocks A B C D).det = 1 := by
    intro k
    induction k using Nat.strong_induction_on with
    | _ k ih =>
      intro A B C D h hk
      by_cases hA : A.det = 0
      · obtain ⟨v, hv0, hv⟩ := exists_mulVec_eq_zero_iff.mpr hA
        obtain ⟨h1, h2⟩ := block_relations h
        have h3 := congrArg transpose h2
        simp only [transpose_sub, transpose_mul, transpose_transpose, transpose_one] at h3
        have hC : C *ᵥ v ≠ 0 := by
          intro hC
          apply hv0
          calc v = (Dᵀ * A - Bᵀ * C) *ᵥ v := by rw [h3, one_mulVec]
            _ = 0 := by
              rw [sub_mulVec, ← mulVec_mulVec, ← mulVec_mulVec, hv, hC]
              simp
        obtain ⟨T, hT, hlt⟩ := exists_shear h1 hv hC
        have hshear : IsSymplectic (fromBlocks 1 T 0 1) := by
          simp [IsSymplectic, symplecticForm, fromBlocks_transpose, fromBlocks_multiply, hT]
        have hp : fromBlocks 1 T 0 1 * fromBlocks A B C D
            = fromBlocks (A + T * C) (B + T * D) C D := by
          simp [fromBlocks_multiply]
        have h' := hshear.mul h
        rw [hp] at h'
        have hlt' := Submodule.finrank_lt_finrank_of_lt hlt
        rw [hk] at hlt'
        have hd := ih _ hlt' _ _ _ _ h' rfl
        rw [← hp, det_mul, det_fromBlocks_zero₂₁, det_one, one_mul, one_mul] at hd
        exact hd
      · exact mul_left_cancel₀ hA (by rw [mul_one]; exact det_block_mul_det h)
  rw [← fromBlocks_toBlocks S] at hS ⊢
  exact main _ _ _ _ _ hS rfl
```

## Oriented and Lebesgue volume

Take $K=\mathbb R$ and let the columns of $V$ be $2N$ phase-space vectors. The oriented volume of the parallelepiped they span is $\det V$, and

$$\det(SV)=\det S\,\det V=\det V .$$

For a region $s$ of phase space, a linear map multiplies the Lebesgue volume by $|\det S|=1$. This second statement would hold for determinant $-1$ as well; only the first uses the sign.

In simulation practice this covers a velocity-Verlet step for coupled harmonic oscillators, where the forces are linear and the step is a symplectic matrix in canonical variables. Nonlinear canonical maps are not treated.

```lean
/-- A real symplectic map preserves the oriented volume spanned by any `2N` vectors for `N` modes
(the columns of `V`) and the Lebesgue volume of every phase-space region. -/
theorem IsSymplectic.volume_preserving {S : Matrix (n ⊕ n) (n ⊕ n) ℝ} (hS : IsSymplectic S) :
    (∀ V : Matrix (n ⊕ n) (n ⊕ n) ℝ, (S * V).det = V.det) ∧
    ∀ s : Set (n ⊕ n → ℝ),
      MeasureTheory.volume ((fun v => S *ᵥ v) '' s) = MeasureTheory.volume s := by
  refine ⟨fun V => by rw [det_mul, hS.det_eq_one, one_mul], fun s => ?_⟩
  have h := MeasureTheory.Measure.addHaar_image_linearMap MeasureTheory.volume (toLin' S) s
  rw [LinearMap.det_toLin', hS.det_eq_one, abs_one, ENNReal.ofReal_one, one_mul] at h
  exact h
```

## Commutators of transformed mode operators

For quantum modes the condition is placed on operators. Let $\mathcal A$ be an algebra over $K$ and let $r_i\in\mathcal A$ be the mode operators, where $i$ now runs over all $2N$ position and momentum labels. They are canonical with constant $c\in\mathcal A$ if

$$[r_i,r_j]=J_{ij}\,c .$$

For positions and momenta $c=i\hbar$ (with the imaginary unit $i$); for annihilation operators followed by creation operators $c=1$. The setting is purely algebraic: products of operators are assumed to be defined, so questions about the domains of unbounded operators do not enter.

```lean
variable {𝒜 : Type*} [Ring 𝒜] [Algebra K 𝒜]

/-- Mode operators `r` obey canonical commutation relations with constant `c`:
`[r i, r j] = J i j • c`. -/
def IsCanonical (K : Type*) [Field K] [Algebra K 𝒜] (c : 𝒜) (r : n ⊕ n → 𝒜) : Prop :=
  ∀ i j, r i * r j - r j * r i = symplecticForm n K i j • c
```

A linear transformation, such as a Bogoliubov transformation of bosonic modes, forms the operators $r'_i=\sum_j S_{ij}r_j$. Constant displacements are not included.

```lean
/-- The linearly transformed mode operators `∑ j, S i j • r j`. -/
def transform (S : Matrix (n ⊕ n) (n ⊕ n) K) (r : n ⊕ n → 𝒜) (i : n ⊕ n) : 𝒜 :=
  ∑ j, S i j • r j
```

The commutator is bilinear, so

$$[r'_i,r'_j]=\sum_{k,l}S_{ik}S_{jl}\,[r_k,r_l]=\sum_{k,l}S_{ik}J_{kl}S_{jl}\,c=(SJS^{\mathsf T})_{ij}\,c .$$

The step `e` is the first equality; the remaining lines collect the coefficients into the matrix product.

```lean
/-- The transformed mode operators have commutators `(S J Sᵀ) i j • c`. -/
theorem commutator_transform {c : 𝒜} {r : n ⊕ n → 𝒜} (hr : IsCanonical K c r)
    (S : Matrix (n ⊕ n) (n ⊕ n) K) (i j : n ⊕ n) :
    transform S r i * transform S r j - transform S r j * transform S r i
      = (S * symplecticForm n K * Sᵀ) i j • c := by
  have hr' : ∀ k l, r k * r l - r l * r k = symplecticForm n K k l • c := hr
  -- bilinearity of the commutator
  have e : transform S r i * transform S r j - transform S r j * transform S r i
      = ∑ k, ∑ l, (S i k * S j l) • (r k * r l - r l * r k) := by
    simp only [transform, Finset.sum_mul_sum, smul_mul_smul_comm, smul_sub,
      Finset.sum_sub_distrib]
    congr 1
    rw [Finset.sum_comm]
    exact Finset.sum_congr rfl fun k _ => Finset.sum_congr rfl fun l _ => by
      rw [mul_comm (S j l)]
  rw [e]
  simp only [hr', smul_smul, ← Finset.sum_smul]
  congr 1
  simp only [Matrix.mul_apply, transpose_apply, Finset.sum_mul]
  rw [Finset.sum_comm]
  exact Finset.sum_congr rfl fun k _ => Finset.sum_congr rfl fun l _ => by ring
```

The new operators are canonical with the same constant exactly when $(SJS^{\mathsf T})_{ij}\,c=J_{ij}\,c$ for all $i,j$. If $c\neq0$, the coefficients can be compared and the condition becomes $SJS^{\mathsf T}=J$. The hypothesis $c\neq0$ stands for a nonzero Planck constant: with $c=0$ all the operators commute and every $S$ would qualify.

```lean
/-- A linear transformation of bosonic modes preserves the canonical commutation relations with
nonzero constant `c` exactly when `S J Sᵀ = J`. -/
theorem isCanonical_transform_iff {c : 𝒜} (hc : c ≠ 0) {r : n ⊕ n → 𝒜}
    (hr : IsCanonical K c r) (S : Matrix (n ⊕ n) (n ⊕ n) K) :
    IsCanonical K c (transform S r) ↔ S * symplecticForm n K * Sᵀ = symplecticForm n K := by
  constructor
  · intro h
    ext i j
    have hij := h i j
    rw [commutator_transform hr] at hij
    exact smul_left_injective K hc hij
  · intro h i j
    rw [commutator_transform hr, h]
```

The transpose now stands on the other side, so the condition says that $S^{\mathsf T}$ is symplectic. Since $\det S=\det S^{\mathsf T}$, the main theorem gives $\det S=1$. In quantum mechanics, then, a linear transformation of finitely many bosonic modes that keeps the canonical commutators has determinant one. Nothing is required about adjoints, so $S$ need not respect Hermiticity.

```lean
/-- A linear transformation of bosonic modes that preserves the canonical commutation relations with
nonzero constant `c` has determinant one. -/
theorem det_eq_one_of_isCanonical {c : 𝒜} (hc : c ≠ 0) {r : n ⊕ n → 𝒜}
    (hr : IsCanonical K c r) {S : Matrix (n ⊕ n) (n ⊕ n) K}
    (hS : IsCanonical K c (transform S r)) : S.det = 1 := by
  have h : IsSymplectic Sᵀ := by
    unfold IsSymplectic
    rw [transpose_transpose]
    exact (isCanonical_transform_iff hc hr S).mp hS
  rw [← det_transpose]
  exact h.det_eq_one
```

## A concrete mode on polynomials

Over $\mathbb R$ or $\mathbb C$, finite matrices of size at least one cannot satisfy $[q,p]=c\,1$ with a nonzero number $c$, because the trace of a commutator vanishes. Polynomials in one variable $X$ provide a simple space on which such operators act. Take multiplication by $X$ as the position and plain differentiation in the place of the momentum. The physical momentum is $-i\hbar\,\mathrm d/\mathrm dX$, which would give $c=i\hbar$; leaving out the factor lets the example work over any field.

```lean
/-- One mode on polynomials: multiplication by `X` and differentiation. -/
def polynomialMode (K : Type*) [Field K] : Unit ⊕ Unit → Module.End K (Polynomial K) :=
  Sum.elim (fun _ => LinearMap.mulLeft K Polynomial.X) (fun _ => Polynomial.derivative)
```

By the product rule, for every polynomial $f$,

$$Xf'-(Xf)'=-f,$$

so the pair is canonical with $c=-1$. The shear $\begin{pmatrix}1&1\\0&1\end{pmatrix}$ turns it into $X+\mathrm d/\mathrm dX$ and $\mathrm d/\mathrm dX$, which have the same commutator. This gives an example, with a transformation other than the identity, in which all the hypotheses of the operator theorem are met. The Lean proof checks the first pair by applying both sides to a polynomial, and obtains the second from the criterion $SJS^{\mathsf T}=J$.

```lean
/-- Multiplication by `X` and differentiation obey the canonical relations with the nonzero
constant `-1`, and so does the sheared pair `X + d/dX`, `d/dX`. -/
theorem isCanonical_witness (K : Type*) [Field K] :
    (-1 : Module.End K (Polynomial K)) ≠ 0 ∧ IsCanonical K (-1) (polynomialMode K) ∧
    IsCanonical K (-1) (transform (K := K) (fromBlocks 1 1 0 1) (polynomialMode K)) := by
  have hc : (-1 : Module.End K (Polynomial K)) ≠ 0 := neg_ne_zero.mpr one_ne_zero
  have hr : IsCanonical K (-1) (polynomialMode K) := by
    rintro (i | i) (j | j) <;> refine LinearMap.ext fun f => ?_ <;>
      simp [polynomialMode, symplecticForm, Module.End.mul_apply, Polynomial.derivative_mul]
  refine ⟨hc, hr, (isCanonical_transform_iff hc hr _).mpr ?_⟩
  simp [symplecticForm, fromBlocks_transpose, fromBlocks_multiply]

end

end SymplecticDeterminant
```

```lean
#print axioms SymplecticDeterminant.IsSymplectic.volume_preserving
-- 'SymplecticDeterminant.IsSymplectic.volume_preserving' depends on axioms: [propext, Classical.choice, Quot.sound]
#print axioms SymplecticDeterminant.det_eq_one_of_isCanonical
-- 'SymplecticDeterminant.det_eq_one_of_isCanonical' depends on axioms: [propext, Classical.choice, Quot.sound]
```
